# Damping of a Drude metal strictly lowers the C3 coefficient of an atom with one transition frequency

The theorem `C3_strictAntiOn` says that the atom-surface coefficient C3 strictly decreases as the metal's damping grows from zero upwards, with the other parameters held fixed. The atom has a positive static polarizability and a single positive transition frequency. The metal enters through the Drude image factor s²/(s² + u² + gu) at imaginary frequency u, with surface-plasmon frequency s > 0 and damping g. In atomic units, C3 is the integral of polarizability times image factor over positive u, divided by 4π. The attempt shows that more damping lowers the integrand at every positive u, and from this tries to show that the integral of the difference is positive. It then splits that integral in two and multiplies by the positive prefactor.

The failing Lean file:

```lean
import Mathlib

open MeasureTheory Set Filter Topology
open scoped Real

namespace AtomDrudeSurface

noncomputable section

/-- Polarizability at imaginary frequency `u` of an atom with static polarizability `a`
and a single transition frequency `w`. -/
def polarizability (a w u : ℝ) : ℝ := a * w ^ 2 / (w ^ 2 + u ^ 2)

/-- Image factor at imaginary frequency `u` of a metal surface with surface-plasmon
frequency `s` and damping `g`. -/
def imageFactor (s g u : ℝ) : ℝ := s ^ 2 / (s ^ 2 + u ^ 2 + g * u)

/-- The atom-surface coefficient C3 in atomic units: polarizability times image factor,
integrated over imaginary frequencies and divided by `4 π`. -/
def C3 (a w s g : ℝ) : ℝ :=
  1 / (4 * π) * ∫ u in Ioi (0 : ℝ), polarizability a w u * imageFactor s g u

/-- The polarizability is the frequency derivative of an arctangent. -/
theorem hasDerivAt_arctan_polarizability (a : ℝ) {w : ℝ} (hw : 0 < w) (u : ℝ) :
    HasDerivAt (fun x => a * w * Real.arctan (x / w)) (polarizability a w u) u := by
  have h := (((hasDerivAt_id' u).div_const w).arctan).const_mul (a * w)
  refine h.congr_deriv ?_
  have h1 : w ^ 2 + u ^ 2 ≠ 0 := by positivity
  unfold polarizability
  field_simp

lemma tendsto_arctan_scaled (a : ℝ) {w : ℝ} (hw : 0 < w) :
    Tendsto (fun x => a * w * Real.arctan (x / w)) atTop (𝓝 (a * w * (π / 2))) :=
  ((Real.tendsto_arctan_atTop.mono_right nhdsWithin_le_nhds).comp
    (tendsto_id.atTop_div_const hw)).const_mul (a * w)

/-- The polarizability is integrable over positive imaginary frequencies, and its integral
is `a * w * (π / 2)`. -/
theorem integral_polarizability {a w : ℝ} (ha : 0 < a) (hw : 0 < w) :
    IntegrableOn (polarizability a w) (Ioi 0) ∧
      ∫ u in Ioi (0 : ℝ), polarizability a w u = a * w * (π / 2) := by
  have hd : ∀ x ∈ Ici (0 : ℝ), HasDerivAt (fun x => a * w * Real.arctan (x / w))
      (polarizability a w x) x := fun x _ => hasDerivAt_arctan_polarizability a hw x
  have hn : ∀ x ∈ Ioi (0 : ℝ), 0 ≤ polarizability a w x := fun x _ => by
    unfold polarizability; positivity
  refine ⟨integrableOn_Ioi_deriv_of_nonneg' hd hn (tendsto_arctan_scaled a hw), ?_⟩
  rw [integral_Ioi_of_hasDerivAt_of_nonneg' hd hn (tendsto_arctan_scaled a hw)]
  simp

lemma measurable_integrand (a w s g : ℝ) :
    Measurable (fun u => polarizability a w u * imageFactor s g u) := by
  unfold polarizability imageFactor
  fun_prop

lemma norm_integrand_le {a w s g u : ℝ} (ha : 0 < a) (hw : 0 < w) (hs : 0 < s)
    (hg : 0 ≤ g) (hu : 0 < u) :
    ‖polarizability a w u * imageFactor s g u‖ ≤ polarizability a w u := by
  have h1 : 0 ≤ polarizability a w u := by unfold polarizability; positivity
  have h2 : 0 ≤ imageFactor s g u := by unfold imageFactor; positivity
  have h3 : imageFactor s g u ≤ 1 := by
    unfold imageFactor
    rw [div_le_one (by positivity)]
    nlinarith [mul_nonneg hg hu.le, sq_nonneg u]
  rw [Real.norm_of_nonneg (mul_nonneg h1 h2)]
  exact mul_le_of_le_one_right h1 h3

lemma integrable_integrand {a w s g : ℝ} (ha : 0 < a) (hw : 0 < w) (hs : 0 < s)
    (hg : 0 ≤ g) :
    IntegrableOn (fun u => polarizability a w u * imageFactor s g u) (Ioi 0) := by
  refine Integrable.mono' (integral_polarizability ha hw).1
    (measurable_integrand a w s g).aestronglyMeasurable ?_
  filter_upwards [ae_restrict_mem measurableSet_Ioi] with u hu
  exact norm_integrand_le ha hw hs hg hu

/-- C3 is strictly decreasing in the damping of the metal. -/
theorem C3_strictAntiOn {a w s : ℝ} (ha : 0 < a) (hw : 0 < w) (hs : 0 < s) :
    StrictAntiOn (C3 a w s) (Ici 0) := by
  intro g hg k hk hgk
  have hg' : 0 ≤ g := hg
  have hk' : 0 ≤ k := hk
  have Ig := integrable_integrand ha hw hs hg'
  have Ik := integrable_integrand ha hw hs hk'
  -- more damping lowers the integrand at every positive frequency
  have hlt : ∀ u ∈ Ioi (0 : ℝ), 0 < polarizability a w u * imageFactor s g u
      - polarizability a w u * imageFactor s k u := by
    intro u hu
    have hu' : 0 < u := hu
    have h1 : 0 < polarizability a w u := by unfold polarizability; positivity
    have h2 : imageFactor s k u < imageFactor s g u := by
      unfold imageFactor
      apply div_lt_div_of_pos_left (by positivity) (by positivity)
      nlinarith [mul_lt_mul_of_pos_right hgk hu']
    exact sub_pos.mpr (mul_lt_mul_of_pos_left h2 h1)
  have hpos : 0 < ∫ u in Ioi (0 : ℝ), (polarizability a w u * imageFactor s g u
      - polarizability a w u * imageFactor s k u) := by
    rw [setIntegral_pos_iff_support_of_nonneg_ae ?_ (Integrable.sub Ig Ik)]
    · refine lt_of_lt_of_le ?_ (measure_mono (fun u hu => ⟨(hlt u hu).ne', hu⟩ :
        Ioi (0 : ℝ) ⊆ _))
      simp
    · filter_upwards [ae_restrict_mem measurableSet_Ioi] with u hu
      exact (hlt u hu).le
  rw [integral_sub Ig Ik] at hpos
  unfold C3
  exact mul_lt_mul_of_pos_left (sub_pos.mp hpos) (by positivity)

end

end AtomDrudeSurface
```

Lean reports:

```
Main.lean:96:8: error: Tactic `rewrite` failed: Did not find an occurrence of the pattern
  @LT.lt ℝ Real.instLT 0
    (∫ (x : ℝ) in Ioi 0,
      ((fun u => polarizability a w u * imageFactor s g u) - fun u => polarizability a w u * imageFactor s k u) x)
in the target expression
  @LT.lt ℝ Real.instLT 0
    (∫ (u : ℝ) in Ioi 0, polarizability a w u * imageFactor s g u - polarizability a w u * imageFactor s k u)

a w s : ℝ
ha : 0 < a
hw : 0 < w
hs : 0 < s
g : ℝ
hg : g ∈ Ici 0
k : ℝ
hk : k ∈ Ici 0
hgk : g < k
hg' : 0 ≤ g
hk' : 0 ≤ k
Ig : IntegrableOn (fun u => polarizability a w u * imageFactor s g u) (Ioi 0) volume
Ik : IntegrableOn (fun u => polarizability a w u * imageFactor s k u) (Ioi 0) volume
hlt : ∀ u ∈ Ioi 0, 0 < polarizability a w u * imageFactor s g u - polarizability a w u * imageFactor s k u
⊢ 0 < ∫ (u : ℝ) in Ioi 0, polarizability a w u * imageFactor s g u - polarizability a w u * imageFactor s k u
```

Diagnosis. The error says that `rw` could not find the left side of `setIntegral_pos_iff_support_of_nonneg_ae` in the goal. The lemma took its integrand from `Integrable.sub Ig Ik`, which speaks of a difference of two functions, so the pattern holds that difference applied to `x`. The goal instead holds the difference of the two functions' values at `u`. The two are equal by definition, but `rw` does not unfold the subtraction of functions when it looks for a match.

The repair first states the integrability as `Id`, with the integrand written as in the goal. Lean accepts `Integrable.sub Ig Ik` as its proof, since checking a proof against a stated type does allow that unfolding. The pattern built from `Id` then matches the goal.

The diff also lays out the `measure_mono` step anew, proving the same inclusion by the same argument. No message bears on that step, because the proof of `hpos` stopped at the `rw` before it.

This version goes through:

```diff
@@ -94,8 +94,11 @@
   have hpos : 0 < ∫ u in Ioi (0 : ℝ), (polarizability a w u * imageFactor s g u
       - polarizability a w u * imageFactor s k u) := by
-    rw [setIntegral_pos_iff_support_of_nonneg_ae ?_ (Integrable.sub Ig Ik)]
-    · refine lt_of_lt_of_le ?_ (measure_mono (fun u hu => ⟨(hlt u hu).ne', hu⟩ :
-        Ioi (0 : ℝ) ⊆ _))
-      simp
+    have Id : IntegrableOn (fun u => polarizability a w u * imageFactor s g u
+        - polarizability a w u * imageFactor s k u) (Ioi 0) := Integrable.sub Ig Ik
+    rw [setIntegral_pos_iff_support_of_nonneg_ae ?_ Id]
+    · refine lt_of_lt_of_le ?_ (measure_mono (s := Ioi (0 : ℝ)) ?_)
+      · simp
+      · intro u hu
+        exact ⟨(hlt u hu).ne', hu⟩
     · filter_upwards [ae_restrict_mem measurableSet_Ioi] with u hu
       exact (hlt u hu).le
```
